# The Lorenz number of a boxcar transmission of half-width $W k_BT$ centred on the chemical potential lies below $(W^2/3)(k_B/e)^2$

## Where the wide-band Lorenz number fails

The electronic thermal conductance $\kappa$ of a conductor is often estimated from its electrical conductance $G$ at temperature $T$ by setting the Lorenz number $\kappa/(GT)$ equal to the wide-band value $(\pi^2/3)(k_B/e)^2$, with $k_B$ Boltzmann's constant and $e$ the elementary charge. That value assumes a transmission that is flat over many $k_BT$ around the chemical potential $\mu$. If electrons pass only within a narrow interval around $\mu$, each carries little energy relative to $\mu$, and the estimate of $\kappa$ is too large. For a transmission equal to one within $W k_BT$ of $\mu$ and zero elsewhere, the Lorenz number in units of $(k_B/e)^2$ is below $W^2/3$, so the wide-band value overshoots by more than a factor $\pi^2/W^2$. For $W = 1$ this lower bound on the overshoot is $\pi^2$, already close to a factor of ten. The bound concerns transport calculations through a narrow band or an energy filter, for non-interacting electrons in linear response with a flat transmission centred on $\mu$.

## Thermal window and transport moments

Let $E$ be the electron energy and $x = (E-\mu)/k_BT$ the reduced energy. The Fermi function is $f(x) = 1/(1+\exp x)$, and the thermal window is
$$w(x) = -f'(x) = \frac{\exp x}{(1+\exp x)^2}.$$
For a transmission $\tau(x)$, define the moments $L_n = \int x^n\,\tau(x)\,w(x)\,dx$. The Landauer formulas for one spin-degenerate channel, with $h$ Planck's constant, give
$$G = \frac{2e^2}{h}L_0, \qquad \kappa = \frac{2k_B^2T}{h}\left(L_2 - \frac{L_1^2}{L_0}\right),$$
where the subtracted term comes from measuring $\kappa$ at zero electric current. Dividing,
$$\frac{\kappa}{GT} = \left(\frac{k_B}{e}\right)^2 \mathcal{L}, \qquad \mathcal{L} = \frac{L_2}{L_0} - \left(\frac{L_1}{L_0}\right)^2 .$$
The boxcar has $\tau = 1$ on $[-W, W]$ and $\tau = 0$ outside. It idealises a band or filter that passes every electron within $W k_BT$ of $\mu$ and reflects all others, and it gives $L_n(W) = \int_{-W}^{W} x^n w(x)\,dx$. Then $\mathcal{L}(W)$ is the variance of $x$ under the normalised density $w/L_0$ on $[-W,W]$, and $W^2/3$ is the variance of the uniform density on the same interval.

## The bounds as Lean states them

The definitions `fermi`, `window`, `moment n W` and `lorenz W` are $f$, $w$, $L_n(W)$ and $\mathcal{L}(W)$, all real-valued and dimensionless. The transmission does not appear as a function. The limits of the interval integral `∫ x in (-W)..W` encode the box and its centring on $\mu$, and the integrand $x^n w(x)$ without a further factor encodes its unit height. Any other positive constant height would cancel in $\mathcal{L}$. The real number `W` is the half-width in units of $k_BT$, and the hypothesis `0 < W` says that the box has positive width.

There are three final results. The theorem `lorenz_lt` says that for every $W>0$
$$\mathcal{L}(W) = \frac{L_2(W)}{L_0(W)} \quad\text{and}\quad \frac{L_2(W)}{L_0(W)} < \frac{W^2}{3}.$$
The theorem `le_lorenz` says that for every $W>0$
$$4\,w(W)\,\frac{W^2}{3} \le \mathcal{L}(W).$$
The theorem `tendsto_lorenz_div_sq` says that $\mathcal{L}(W)/W^2 \to 1/3$ as $W \to 0$ through positive values, which is what the filter `𝓝[>] 0` expresses. The constant $1/3$ in the upper bound is therefore the best possible one.

The expression for $\mathcal{L}$ is a definition: the Landauer formulas and the value $\pi^2/3$ serve as physical background, and no theorem here is about them. A box displaced from $\mu$, a transmission with soft edges, inelastic scattering, electron interactions and heat carried by phonons are not covered. The upper bound holds for all $W>0$ but grows without limit, so it lies below the wide-band value $\pi^2/3$ only for $W < \pi$.

## Shape of the window

Differentiating $f$ by the quotient rule gives $f' = -\exp x/(1+\exp x)^2 = -w$. Dividing numerator and denominator of $w$ by $\exp x$ gives
$$w(x) = \frac{1}{\exp(-x) + 2 + \exp x} = \frac{1}{2 + 2\cosh x}.$$
Since $\cosh$ is even, at least $1$ and strictly increasing in $|x|$, the window is even, positive, at most $w(0) = 1/4$, and strictly decreasing in $|x|$. It is continuous because the denominator never vanishes.

## Comparison with the uniform weight

The upper bound on the second moment uses two properties of $w$ on $[-W,W]$: continuity and strict decrease in $|x|$. Put $c = \sqrt{W^2/3}$, so that $0 < c \le W$. For every $x$ in the interval,
$$(c^2 - x^2)\,w(c) \le (c^2 - x^2)\,w(x).$$
If $x^2 < c^2$, the prefactor is positive and $w(c) < w(x)$. If $x^2 = c^2$, both sides vanish. If $x^2 > c^2$, the prefactor is negative and $w(x) < w(c)$, so the inequality has the same direction. At $x=0$ it reads $c^2 w(c) < c^2 w(0)$, which is strict. Both sides are continuous, so strictness at one point makes the inequality between the integrals strict. The left side integrates to zero:
$$\int_{-W}^{W} (c^2 - x^2)\,dx = 2W\cdot\frac{W^2}{3} - \frac{2W^3}{3} = 0 .$$
Hence $0 < c^2\int w\,dx - \int x^2 w\,dx$, that is $L_2 < (W^2/3)\,L_0$.

## From the moments to the Lorenz number

The substitution $x \to -x$ maps the interval to itself and changes the sign of $x\,w(x)$, so $L_1 = -L_1$ and $L_1 = 0$. This gives $\mathcal{L} = L_2/L_0$. The integrand of $L_0$ is positive and at most $1/4$ on an interval of length $2W$, so $0 < L_0 \le W/2$. Dividing $L_2 < (W^2/3)L_0$ by $L_0 > 0$ gives the upper bound.

For the lower bound, $w(x) \ge w(W)$ whenever $|x| \le W$, so
$$L_2 \ge w(W)\int_{-W}^{W} x^2\,dx = \frac{2W^3}{3}\,w(W).$$
Together with $L_0 \le W/2$,
$$4w(W)\frac{W^2}{3}\,L_0 \le 4w(W)\frac{W^2}{3}\cdot\frac{W}{2} = \frac{2W^3}{3}\,w(W) \le L_2 ,$$
and division by $L_0$ finishes the step. The two bounds combine to $4w(W)/3 \le \mathcal{L}(W)/W^2 < 1/3$. The left side is continuous and equals $1/3$ at $W=0$ because $4w(0)=1$, so the ratio tends to $1/3$.

## The Lean file

```lean
import Mathlib

open Set Filter Topology

namespace BoxcarLorenz

noncomputable section

/-- Fermi-Dirac occupation at reduced energy `x = (E - μ) / (k_B T)`. -/
def fermi (x : ℝ) : ℝ := 1 / (1 + Real.exp x)

/-- The thermal window `w(x) = eˣ / (1 + eˣ)²`. -/
def window (x : ℝ) : ℝ := Real.exp x / (1 + Real.exp x) ^ 2

/-- Transport moment `L_n` for a transmission equal to one on `[-W, W]` and zero outside. -/
def moment (n : ℕ) (W : ℝ) : ℝ := ∫ x in (-W)..W, x ^ n * window x

/-- Lorenz number `L₂/L₀ - (L₁/L₀)²` of the boxcar, in units of `(k_B/e)²`. -/
def lorenz (W : ℝ) : ℝ := moment 2 W / moment 0 W - (moment 1 W / moment 0 W) ^ 2

/-- The thermal window is minus the derivative of the Fermi function. -/
theorem hasDerivAt_fermi (x : ℝ) : HasDerivAt fermi (-window x) x := by
  have hne : 1 + Real.exp x ≠ 0 := by positivity
  have h : HasDerivAt (fun y => 1 / (1 + Real.exp y))
      ((0 * (1 + Real.exp x) - 1 * Real.exp x) / (1 + Real.exp x) ^ 2) x :=
    (hasDerivAt_const x (1 : ℝ)).fun_div ((Real.hasDerivAt_exp x).const_add 1) hne
  refine HasDerivAt.congr_deriv h ?_
  unfold window
  ring

/-- The thermal window equals `1 / (2 + 2 cosh x)`. -/
theorem window_eq_cosh (x : ℝ) : window x = 1 / (2 + 2 * Real.cosh x) := by
  have h := Real.exp_pos x
  unfold window
  rw [Real.cosh_eq, Real.exp_neg]
  field_simp
  ring

/-- The thermal window is continuous. -/
theorem continuous_window : Continuous window := by
  show Continuous fun x => Real.exp x / (1 + Real.exp x) ^ 2
  exact Continuous.div Real.continuous_exp (by fun_prop)
    (fun x => (by positivity : (0 : ℝ) < (1 + Real.exp x) ^ 2).ne')

/-- The thermal window decreases strictly with the distance `|x|` from the chemical potential. -/
theorem window_lt_window {x y : ℝ} (h : |x| < |y|) : window y < window x := by
  rw [window_eq_cosh, window_eq_cosh]
  have h1 := Real.cosh_lt_cosh.2 h
  have h2 := Real.cosh_pos x
  exact one_div_lt_one_div_of_lt (by linarith) (by linarith)

/-- For `W > 0` and a continuous weight on `[-W, W]` that decreases strictly with `|x|`, the second
moment is strictly below `W²/3` times the total weight. -/
theorem second_moment_lt {W : ℝ} (hW : 0 < W) (w : ℝ → ℝ)
    (hw : ContinuousOn w (Icc (-W) W))
    (hdec : ∀ x ∈ Icc (-W) W, ∀ y ∈ Icc (-W) W, |x| < |y| → w y < w x) :
    ∫ x in (-W)..W, x ^ 2 * w x < W ^ 2 / 3 * ∫ x in (-W)..W, w x := by
  have hab : -W < W := by linarith
  -- the point where `W²/3 - x²` changes sign
  obtain ⟨c, hc0, hcW, hc2⟩ : ∃ c : ℝ, 0 < c ∧ c ≤ W ∧ c ^ 2 = W ^ 2 / 3 :=
    ⟨Real.sqrt (W ^ 2 / 3), Real.sqrt_pos.2 (by positivity),
      Real.sqrt_le_iff.2 ⟨hW.le, by nlinarith [sq_nonneg W]⟩, Real.sq_sqrt (by positivity)⟩
  have hc : c ∈ Icc (-W) W := ⟨by linarith, hcW⟩
  have hp : Continuous fun x : ℝ => c ^ 2 - x ^ 2 := by fun_prop
  have key : ∫ x in (-W)..W, (c ^ 2 - x ^ 2) * w c
      < ∫ x in (-W)..W, (c ^ 2 - x ^ 2) * w x := by
    refine intervalIntegral.integral_lt_integral_of_continuousOn_of_le_of_exists_lt hab
      (hp.mul continuous_const).continuousOn (hp.continuousOn.mul hw) ?_ ⟨0, ?_, ?_⟩
    · intro x hx
      have hx' : x ∈ Icc (-W) W := ⟨hx.1.le, hx.2⟩
      show (c ^ 2 - x ^ 2) * w c ≤ (c ^ 2 - x ^ 2) * w x
      -- `c² - x²` and `w x - w c` have the same sign
      rcases lt_trichotomy (x ^ 2) (c ^ 2) with h | h | h
      · have h' := hdec x hx' c hc (sq_lt_sq.1 h)
        exact mul_le_mul_of_nonneg_left h'.le (by linarith)
      · rw [h]
        simp
      · have h' := hdec c hc x hx' (sq_lt_sq.1 h)
        nlinarith [mul_pos (sub_pos.2 h) (sub_pos.2 h')]
    · exact ⟨by linarith, hW.le⟩
    · show (c ^ 2 - 0 ^ 2) * w c < (c ^ 2 - 0 ^ 2) * w 0
      have h' := hdec 0 ⟨by linarith, hW.le⟩ c hc (by rw [abs_zero]; exact abs_pos.2 hc0.ne')
      exact mul_lt_mul_of_pos_left h' (by nlinarith [pow_pos hc0 2])
  -- `c² - x²` integrates to zero over the interval `[-W, W]`
  have hsub : ∫ x in (-W)..W, (c ^ 2 - x ^ 2)
      = (∫ _ in (-W)..W, c ^ 2) - ∫ x in (-W)..W, x ^ 2 :=
    intervalIntegral.integral_sub (continuous_const.intervalIntegrable _ _)
      ((continuous_pow 2).intervalIntegrable _ _)
  have hzero : ∫ x in (-W)..W, (c ^ 2 - x ^ 2) = 0 := by
    rw [hsub, intervalIntegral.integral_const, integral_pow, smul_eq_mul, hc2]
    push_cast
    ring
  have hi : IntervalIntegrable w MeasureTheory.volume (-W) W :=
    hw.intervalIntegrable_of_Icc hab.le
  have hi2 : IntervalIntegrable (fun x => x ^ 2 * w x) MeasureTheory.volume (-W) W :=
    ((continuous_pow 2).continuousOn.mul hw).intervalIntegrable_of_Icc hab.le
  have hsplit : ∫ x in (-W)..W, (c ^ 2 * w x - x ^ 2 * w x)
      = (∫ x in (-W)..W, c ^ 2 * w x) - ∫ x in (-W)..W, x ^ 2 * w x :=
    intervalIntegral.integral_sub (hi.const_mul _) hi2
  rw [intervalIntegral.integral_mul_const, hzero, zero_mul] at key
  simp only [sub_mul] at key
  rw [hsplit, intervalIntegral.integral_const_mul, hc2] at key
  linarith

/-- The first moment `L₁` of a boxcar centred on the chemical potential vanishes. -/
theorem moment_one (W : ℝ) : moment 1 W = 0 := by
  have heven : ∀ x, window (-x) = window x := fun x => by
    rw [window_eq_cosh, window_eq_cosh, Real.cosh_neg]
  have h := intervalIntegral.integral_comp_neg (a := -W) (b := W) (f := fun x => x * window x)
  simp only [neg_neg, heven, neg_mul, intervalIntegral.integral_neg] at h
  unfold moment
  simp only [pow_one]
  linarith

/-- For `W > 0` the zeroth moment satisfies `0 < L₀ ≤ W/2`. -/
theorem moment_zero_bounds {W : ℝ} (hW : 0 < W) : 0 < moment 0 W ∧ moment 0 W ≤ W / 2 := by
  have hab : -W < W := by linarith
  unfold moment
  simp only [pow_zero, one_mul]
  constructor
  · exact intervalIntegral.intervalIntegral_pos_of_pos
      (continuous_window.intervalIntegrable _ _) (fun x => by unfold window; positivity) hab
  · have h : ∫ x in (-W)..W, window x ≤ ∫ _ in (-W)..W, (1 / 4 : ℝ) := by
      refine intervalIntegral.integral_mono_on hab.le (continuous_window.intervalIntegrable _ _)
        (continuous_const.intervalIntegrable _ _) fun x _ => ?_
      rw [window_eq_cosh]
      exact one_div_le_one_div_of_le (by norm_num) (by linarith [Real.one_le_cosh x])
    rw [intervalIntegral.integral_const, smul_eq_mul] at h
    linarith

/-- For `W > 0` the boxcar Lorenz number equals `L₂/L₀`, and `L₂/L₀` is strictly below `W²/3`. -/
theorem lorenz_lt {W : ℝ} (hW : 0 < W) :
    lorenz W = moment 2 W / moment 0 W ∧ moment 2 W / moment 0 W < W ^ 2 / 3 := by
  constructor
  · simp [lorenz, moment_one]
  · rw [div_lt_iff₀ (moment_zero_bounds hW).1]
    unfold moment
    simp only [pow_zero, one_mul]
    exact second_moment_lt hW window continuous_window.continuousOn
      fun x _ y _ h => window_lt_window h

/-- For `W > 0` the boxcar Lorenz number is at least `4 w(W)` times `W²/3`. -/
theorem le_lorenz {W : ℝ} (hW : 0 < W) : 4 * window W * (W ^ 2 / 3) ≤ lorenz W := by
  obtain ⟨h0, h1⟩ := moment_zero_bounds hW
  have hpos : 0 < window W := by unfold window; positivity
  -- inside the box the window is at least its edge value
  have h : ∫ x in (-W)..W, x ^ 2 * window W ≤ moment 2 W := by
    refine intervalIntegral.integral_mono_on (by linarith)
      (((continuous_pow 2).mul continuous_const).intervalIntegrable _ _)
      (((continuous_pow 2).mul continuous_window).intervalIntegrable _ _) fun x hx => ?_
    refine mul_le_mul_of_nonneg_left ?_ (sq_nonneg x)
    have hc := Real.cosh_le_cosh.2 ((abs_le.2 ⟨hx.1, hx.2⟩).trans (le_abs_self W))
    have hp := Real.cosh_pos x
    rw [window_eq_cosh, window_eq_cosh]
    exact one_div_le_one_div_of_le (by linarith) (by linarith)
  have hsq : ∫ x in (-W)..W, x ^ 2 = 2 * W ^ 3 / 3 := by
    rw [integral_pow]
    push_cast
    ring
  rw [intervalIntegral.integral_mul_const, hsq] at h
  rw [(lorenz_lt hW).1, le_div_iff₀ h0]
  calc 4 * window W * (W ^ 2 / 3) * moment 0 W
      ≤ 4 * window W * (W ^ 2 / 3) * (W / 2) := mul_le_mul_of_nonneg_left h1 (by positivity)
    _ = 2 * W ^ 3 / 3 * window W := by ring
    _ ≤ moment 2 W := h

/-- The boxcar Lorenz number divided by `W²` tends to `1/3` as the half-width `W` tends to zero
from above. -/
theorem tendsto_lorenz_div_sq :
    Tendsto (fun W => lorenz W / W ^ 2) (𝓝[>] 0) (𝓝 (1 / 3)) := by
  have hc : Continuous fun W => 4 * window W / 3 :=
    (continuous_const.mul continuous_window).div_const 3
  have h0 : 4 * window 0 / 3 = 1 / 3 := by
    unfold window
    rw [Real.exp_zero]
    norm_num
  have hl : Tendsto (fun W => 4 * window W / 3) (𝓝[>] 0) (𝓝 (1 / 3)) :=
    (hc.tendsto' 0 _ h0).mono_left nhdsWithin_le_nhds
  refine tendsto_of_tendsto_of_tendsto_of_le_of_le' hl tendsto_const_nhds ?_ ?_
  · filter_upwards [self_mem_nhdsWithin] with W hW
    have hW' : 0 < W := hW
    rw [le_div_iff₀ (pow_pos hW' 2)]
    linarith [le_lorenz hW']
  · filter_upwards [self_mem_nhdsWithin] with W hW
    have hW' : 0 < W := hW
    rw [div_le_iff₀ (pow_pos hW' 2)]
    linarith [(lorenz_lt hW').1, (lorenz_lt hW').2]

end

end BoxcarLorenz
```

```lean
#print axioms BoxcarLorenz.hasDerivAt_fermi
#print axioms BoxcarLorenz.tendsto_lorenz_div_sq
```

```
'BoxcarLorenz.hasDerivAt_fermi' depends on axioms: [propext, Classical.choice, Quot.sound]
'BoxcarLorenz.tendsto_lorenz_div_sq' depends on axioms: [propext, Classical.choice, Quot.sound]
```

## Lemmas on the window

The theorem `hasDerivAt_fermi` is the quotient rule followed by `ring`. No later theorem calls it; its role is to justify reading `window` as $-f'$. In `window_eq_cosh`, the rewrites `Real.cosh_eq` and `Real.exp_neg` express everything through $\exp x$, and `field_simp` clears the denominators. The theorem `continuous_window` treats $w$ as a quotient with positive denominator. The theorem `window_lt_window` takes $|x| < |y|$ to $\cosh x < \cosh y$ by `Real.cosh_lt_cosh` and then reverses the inequality for the reciprocals.

## The sign-change argument in `second_moment_lt`

This theorem is stated for an arbitrary function `w : ℝ → ℝ`, with continuity on the closed interval as `hw` and strict decrease in $|x|$ as `hdec`. Positivity of the weight is not assumed: adding a constant $a$ to the weight adds $2aW^3/3$ to both sides of the conclusion and leaves the hypotheses intact. The sign of the weight matters later, when `lorenz_lt` divides by $L_0$. The `obtain` step produces $c$ with $0 < c \le W$ and $c^2 = W^2/3$. The inequality `key` is the strict comparison of the two integrals. It comes from `intervalIntegral.integral_lt_integral_of_continuousOn_of_le_of_exists_lt`, which asks for continuity of both integrands, the pointwise inequality, and one point of strictness, supplied as `0`. The split by `lt_trichotomy (x ^ 2) (c ^ 2)` gives the three cases above, with `sq_lt_sq` translating a comparison of squares into one of absolute values. In the third case `nlinarith` receives the positive product $(x^2-c^2)(w(c)-w(x))$, which is the difference of the two sides. Then `hzero` is the vanishing integral of $c^2-x^2$, and `hsplit` separates $\int c^2 w$ from $\int x^2 w$. After these are rewritten into `key`, the goal is a linear rearrangement.

## Assembling the bounds and the limit

In `moment_one`, `intervalIntegral.integral_comp_neg` is the substitution $x\to -x$, and evenness turns it into $-L_1 = L_1$; no condition on `W` is needed. The theorem `moment_zero_bounds` gets $L_0>0$ from `intervalIntegral.intervalIntegral_pos_of_pos` and $L_0 \le W/2$ by comparing with the constant $1/4$, using `Real.one_le_cosh`. In `lorenz_lt`, the first half removes the $L_1$ term with `moment_one`. The second half multiplies through by $L_0$ with `div_lt_iff₀` and applies `second_moment_lt` to `window`.

The theorem `le_lorenz` needs $w(W) \le w(x)$ including the edges $|x| = W$, so it uses the non-strict `Real.cosh_le_cosh` in place of `window_lt_window`. The value $2W^3/3$ is `hsq`, and the `calc` block is the displayed chain ending in $L_2$. In `tendsto_lorenz_div_sq`, `hl` is the limit of $4w(W)/3$, and `tendsto_of_tendsto_of_tendsto_of_le_of_le'` squeezes the ratio between that function and the constant $1/3$. The two `filter_upwards` blocks restrict to $W>0$, multiply through by $W^2$, and quote `le_lorenz` for the lower side and `lorenz_lt` for the upper side.
